# Diagonal scaling keeps eigenvalue ratios of linear finite-element overlap matrices at or below d + 2

When a finite-element mesh is strongly refined near a nucleus, the entries of its overlap matrix M follow the element volumes, and the conditioning of M deteriorates as the volumes spread. For linear elements on d-simplices, scaling by the diagonal of M keeps the condition number below a bound that does not depend on the volumes, provided that every node belongs to some simplex.

In Lean 4 with Mathlib:

```lean
import Mathlib

open Matrix

namespace FiniteElementOverlap

noncomputable section

/-- A mesh of `d`-simplices: each element `e` has `d + 1` distinct global nodes and a
positive volume. -/
structure SimplexMesh (d : ℕ) (E N : Type*) where
  node : E → Fin (d + 1) → N
  node_injective : ∀ e, Function.Injective (node e)
  vol : E → ℝ
  vol_pos : ∀ e, 0 < vol e

/-- The overlap matrix of the linear shape functions on one `d`-simplex of volume `v`. -/
def localOverlap (d : ℕ) (v : ℝ) : Matrix (Fin (d + 1)) (Fin (d + 1)) ℝ :=
  Matrix.of fun i j => v * (1 + if i = j then 1 else 0) / (((d : ℝ) + 1) * ((d : ℝ) + 2))

variable {d : ℕ} {E N : Type*} [Fintype E] [Fintype N] [DecidableEq N]

/-- The global overlap matrix: every local entry is added at its pair of global nodes. -/
def SimplexMesh.overlap (T : SimplexMesh d E N) : Matrix N N ℝ :=
  ∑ e, ∑ i, ∑ j, Matrix.single (T.node e i) (T.node e j) (localOverlap d (T.vol e) i j)

/-- The diagonal part `D` of the global overlap matrix. -/
def SimplexMesh.diagPart (T : SimplexMesh d E N) : Matrix N N ℝ :=
  Matrix.diagonal fun a => T.overlap a a

/-- Every node belongs to some simplex. -/
def SimplexMesh.Covers (T : SimplexMesh d E N) : Prop :=
  ∀ a, ∃ e i, T.node e i = a

/-- The diagonally scaled overlap matrix, with entries `M a b / (√(M a a) √(M b b))`; the scaling is
meaningful for meshes whose overlap matrix has a positive diagonal. -/
def SimplexMesh.scaled (T : SimplexMesh d E N) : Matrix N N ℝ :=
  Matrix.of fun a b => T.overlap a b / (√(T.overlap a a) * √(T.overlap b b))

/-- The overlap form is a sum over elements, each giving the sum of squares of its nodal
values plus the square of their sum, weighted by `v / ((d + 1) (d + 2))`. -/
theorem overlap_form (T : SimplexMesh d E N) (x : N → ℝ) :
    x ⬝ᵥ T.overlap *ᵥ x = ∑ e, T.vol e / (((d : ℝ) + 1) * ((d : ℝ) + 2)) *
      (∑ i, x (T.node e i) ^ 2 + (∑ i, x (T.node e i)) ^ 2) := by
  -- the quadratic form is additive in the matrix
  let Q : Matrix N N ℝ →+ ℝ :=
    { toFun := fun A => x ⬝ᵥ A *ᵥ x
      map_zero' := by simp
      map_add' := fun A B => by simp only [Matrix.add_mulVec, dotProduct_add] }
  have hQ : ∀ a b c, Q (Matrix.single a b c) = x a * (c * x b) := by
    intro a b c
    change x ⬝ᵥ (Matrix.single a b c) *ᵥ x = _
    have h : ∀ a', (Matrix.single a b c *ᵥ x) a' = if a = a' then c * x b else 0 := by
      intro a'
      by_cases h : a = a' <;> simp [Matrix.mulVec, dotProduct, Matrix.single_apply, h]
    simp only [dotProduct, h, mul_ite, mul_zero, Finset.sum_ite_eq, Finset.mem_univ, if_true]
  change Q T.overlap = _
  rw [SimplexMesh.overlap, map_sum]
  refine Finset.sum_congr rfl fun e _ => ?_
  simp only [map_sum, hQ]
  -- split each local entry into a constant and a diagonal part
  have hl : ∀ i j, x (T.node e i) * (localOverlap d (T.vol e) i j * x (T.node e j)) =
      T.vol e / (((d : ℝ) + 1) * ((d : ℝ) + 2)) * (x (T.node e i) * x (T.node e j)) +
      if i = j then T.vol e / (((d : ℝ) + 1) * ((d : ℝ) + 2)) * x (T.node e i) ^ 2
        else 0 := by
    intro i j
    by_cases h : i = j
    · subst h
      simp only [localOverlap, Matrix.of_apply, ↓reduceIte]
      ring
    · simp only [localOverlap, Matrix.of_apply, if_neg h]
      ring
  simp only [hl, Finset.sum_add_distrib, Finset.sum_ite_eq, Finset.mem_univ, if_true,
    ← Finset.mul_sum, ← Finset.sum_mul]
  ring

omit [Fintype N] in
/-- A diagonal entry of the global overlap collects the local diagonal entries of the
simplices that meet at the node. -/
theorem overlap_diag (T : SimplexMesh d E N) (a : N) :
    T.overlap a a =
      ∑ e, ∑ i, if T.node e i = a then localOverlap d (T.vol e) i i else 0 := by
  simp only [SimplexMesh.overlap, Matrix.sum_apply]
  refine Finset.sum_congr rfl fun e _ => Finset.sum_congr rfl fun i _ => ?_
  rw [Finset.sum_eq_single i]
  · simp only [Matrix.single_apply, and_self]
  · intro j _ hj
    rw [Matrix.single_apply, if_neg]
    rintro ⟨h1, h2⟩
    exact hj (T.node_injective e (h2.trans h1.symm))
  · simp

/-- The form of the diagonal part is a sum over elements of twice the weighted sum of squares
of the nodal values. -/
theorem diagPart_form (T : SimplexMesh d E N) (x : N → ℝ) :
    x ⬝ᵥ T.diagPart *ᵥ x = ∑ e, T.vol e / (((d : ℝ) + 1) * ((d : ℝ) + 2)) *
      (2 * ∑ i, x (T.node e i) ^ 2) := by
  simp only [dotProduct, SimplexMesh.diagPart, Matrix.mulVec_diagonal, overlap_diag,
    Finset.sum_mul, Finset.mul_sum]
  refine Finset.sum_comm.trans (Finset.sum_congr rfl fun e _ => ?_)
  refine Finset.sum_comm.trans (Finset.sum_congr rfl fun i _ => ?_)
  simp only [ite_mul, zero_mul, mul_ite, mul_zero, Finset.sum_ite_eq, Finset.mem_univ,
    if_true, localOverlap, Matrix.of_apply]
  ring

/-- For every mesh of `d`-simplices and every real vector, the overlap form lies between
`1/2` and `(d + 2)/2` times the form of its diagonal part. -/
theorem overlap_bounds (T : SimplexMesh d E N) (x : N → ℝ) :
    1 / 2 * (x ⬝ᵥ T.diagPart *ᵥ x) ≤ x ⬝ᵥ T.overlap *ᵥ x ∧
      x ⬝ᵥ T.overlap *ᵥ x ≤ ((d : ℝ) + 2) / 2 * (x ⬝ᵥ T.diagPart *ᵥ x) := by
  have hw : ∀ e, 0 ≤ T.vol e / (((d : ℝ) + 1) * ((d : ℝ) + 2)) := fun e =>
    div_nonneg (T.vol_pos e).le (by positivity)
  rw [overlap_form, diagPart_form, Finset.mul_sum, Finset.mul_sum]
  constructor
  · refine Finset.sum_le_sum fun e _ => ?_
    nlinarith [mul_nonneg (hw e) (sq_nonneg (∑ i, x (T.node e i)))]
  · refine Finset.sum_le_sum fun e _ => ?_
    -- Cauchy-Schwarz on the d + 1 vertices
    have hcs : (∑ i, x (T.node e i)) ^ 2 ≤ ((d : ℝ) + 1) * ∑ i, x (T.node e i) ^ 2 := by
      have h := sq_sum_le_card_mul_sum_sq (s := Finset.univ) (f := fun i => x (T.node e i))
      simpa using h
    nlinarith [mul_le_mul_of_nonneg_left hcs (hw e)]

/-- The lower bound is attained exactly by the vectors whose nodal values sum to zero on
every simplex. -/
theorem lower_bound_attained_iff (T : SimplexMesh d E N) (x : N → ℝ) :
    x ⬝ᵥ T.overlap *ᵥ x = 1 / 2 * (x ⬝ᵥ T.diagPart *ᵥ x) ↔
      ∀ e, ∑ i, x (T.node e i) = 0 := by
  have hw : ∀ e, 0 < T.vol e / (((d : ℝ) + 1) * ((d : ℝ) + 2)) := fun e =>
    div_pos (T.vol_pos e) (by positivity)
  have key : x ⬝ᵥ T.overlap *ᵥ x = 1 / 2 * (x ⬝ᵥ T.diagPart *ᵥ x) +
      ∑ e, T.vol e / (((d : ℝ) + 1) * ((d : ℝ) + 2)) * (∑ i, x (T.node e i)) ^ 2 := by
    rw [overlap_form, diagPart_form, Finset.mul_sum, ← Finset.sum_add_distrib]
    exact Finset.sum_congr rfl fun e _ => by ring
  rw [key, add_eq_left, Finset.sum_eq_zero_iff_of_nonneg
    (fun e _ => mul_nonneg (hw e).le (sq_nonneg _))]
  constructor
  · intro h e
    exact pow_eq_zero_iff two_ne_zero |>.mp
      ((mul_eq_zero.mp (h e (Finset.mem_univ e))).resolve_left (hw e).ne')
  · intro h e _
    rw [h e]
    ring

/-- On every mesh the constant vectors attain the upper bound. -/
theorem upper_bound_attained (T : SimplexMesh d E N) (c : ℝ) :
    (fun _ => c) ⬝ᵥ T.overlap *ᵥ (fun _ => c) =
      ((d : ℝ) + 2) / 2 * ((fun _ => c) ⬝ᵥ T.diagPart *ᵥ (fun _ => c)) := by
  rw [overlap_form, diagPart_form, Finset.mul_sum]
  refine Finset.sum_congr rfl fun e _ => ?_
  simp only [Finset.sum_const, Finset.card_univ, Fintype.card_fin, nsmul_eq_mul]
  push_cast
  ring

omit [Fintype N] in
/-- If every node belongs to some simplex, the diagonal of the overlap matrix is positive. -/
theorem overlap_diag_pos (T : SimplexMesh d E N) (hT : T.Covers) (a : N) :
    0 < T.overlap a a := by
  have hl : ∀ e i, 0 < localOverlap d (T.vol e) i i := by
    intro e i
    have := T.vol_pos e
    simp only [localOverlap, Matrix.of_apply, ↓reduceIte]
    positivity
  have h0 : ∀ e i, 0 ≤ if T.node e i = a then localOverlap d (T.vol e) i i else 0 := by
    intro e i
    split_ifs
    · exact (hl e i).le
    · exact le_rfl
  obtain ⟨e, i, h⟩ := hT a
  rw [overlap_diag]
  refine Finset.sum_pos' (fun e _ => Finset.sum_nonneg fun i _ => h0 e i)
    ⟨e, Finset.mem_univ e, Finset.sum_pos' (fun i _ => h0 e i) ⟨i, Finset.mem_univ i, ?_⟩⟩
  rw [if_pos h]
  exact hl e i

/-- If every node belongs to some simplex, the form of the diagonally scaled overlap lies
between `1/2` and `(d + 2)/2` times the squared length of the vector. -/
theorem scaled_bounds (T : SimplexMesh d E N) (hT : T.Covers) (y : N → ℝ) :
    1 / 2 * (y ⬝ᵥ y) ≤ y ⬝ᵥ T.scaled *ᵥ y ∧
      y ⬝ᵥ T.scaled *ᵥ y ≤ ((d : ℝ) + 2) / 2 * (y ⬝ᵥ y) := by
  -- substitute x = D^(-1/2) y in the bounds for the unscaled matrix
  have h := overlap_bounds T (fun a => y a / √(T.overlap a a))
  have hM : y ⬝ᵥ T.scaled *ᵥ y = (fun a => y a / √(T.overlap a a)) ⬝ᵥ
      T.overlap *ᵥ (fun a => y a / √(T.overlap a a)) := by
    simp only [dotProduct, Matrix.mulVec, Finset.mul_sum, SimplexMesh.scaled, Matrix.of_apply]
    refine Finset.sum_congr rfl fun a _ => Finset.sum_congr rfl fun b _ => ?_
    ring
  have hD : y ⬝ᵥ y = (fun a => y a / √(T.overlap a a)) ⬝ᵥ
      T.diagPart *ᵥ (fun a => y a / √(T.overlap a a)) := by
    simp only [dotProduct, SimplexMesh.diagPart, Matrix.mulVec_diagonal]
    refine Finset.sum_congr rfl fun a _ => ?_
    have hs := Real.mul_self_sqrt (overlap_diag_pos T hT a).le
    have hne := (Real.sqrt_pos.mpr (overlap_diag_pos T hT a)).ne'
    generalize √(T.overlap a a) = s at hs hne ⊢
    rw [← hs]
    field_simp
  rw [hM, hD]
  exact h

/-- If every node belongs to some simplex, any two eigenvalues `l`, `m` of the diagonally
scaled overlap satisfy `1/2 ≤ m`, `l ≤ (d + 2)/2` and `l / m ≤ d + 2`. -/
theorem scaled_conditioning (T : SimplexMesh d E N) (hT : T.Covers) {l m : ℝ} {y z : N → ℝ}
    (hy : y ≠ 0) (hz : z ≠ 0) (hl : T.scaled *ᵥ y = l • y) (hm : T.scaled *ᵥ z = m • z) :
    1 / 2 ≤ m ∧ l ≤ ((d : ℝ) + 2) / 2 ∧ l / m ≤ (d : ℝ) + 2 := by
  have hpos : ∀ u : N → ℝ, u ≠ 0 → 0 < u ⬝ᵥ u := fun u hu =>
    lt_of_le_of_ne (Finset.sum_nonneg fun a _ => mul_self_nonneg (u a))
      (fun h => hu (dotProduct_self_eq_zero.mp h.symm))
  have h1 := (scaled_bounds T hT z).1
  have h2 := (scaled_bounds T hT y).2
  rw [hm, dotProduct_smul, smul_eq_mul] at h1
  rw [hl, dotProduct_smul, smul_eq_mul] at h2
  have hm' : 1 / 2 ≤ m := le_of_mul_le_mul_right h1 (hpos z hz)
  have hl' : l ≤ ((d : ℝ) + 2) / 2 := le_of_mul_le_mul_right h2 (hpos y hy)
  refine ⟨hm', hl', ?_⟩
  rw [div_le_iff₀ (by linarith)]
  have hd : (0 : ℝ) ≤ (d : ℝ) + 2 := by positivity
  nlinarith [mul_le_mul_of_nonneg_left hm' hd]

/-- A chain of `n + 1` intervals with arbitrary positive lengths `h`. -/
def intervalChain (n : ℕ) (h : Fin (n + 1) → ℝ) (hh : ∀ e, 0 < h e) :
    SimplexMesh 1 (Fin (n + 1)) (Fin (n + 2)) where
  node e := ![e.castSucc, e.succ]
  node_injective e := by
    intro i j hij
    fin_cases i <;> fin_cases j <;> simp_all [Fin.ext_iff]
  vol := h
  vol_pos := hh

/-- In a chain of intervals of arbitrary positive lengths every node belongs to an interval,
and the alternating vector attains the lower bound. -/
theorem intervalChain_witness (n : ℕ) (h : Fin (n + 1) → ℝ) (hh : ∀ e, 0 < h e) :
    (intervalChain n h hh).Covers ∧
      (fun k : Fin (n + 2) => (-1 : ℝ) ^ (k : ℕ)) ⬝ᵥ
          (intervalChain n h hh).overlap *ᵥ (fun k => (-1 : ℝ) ^ (k : ℕ)) =
        1 / 2 * ((fun k : Fin (n + 2) => (-1 : ℝ) ^ (k : ℕ)) ⬝ᵥ
          (intervalChain n h hh).diagPart *ᵥ (fun k => (-1 : ℝ) ^ (k : ℕ))) := by
  constructor
  · intro a
    refine Fin.cases ⟨0, 0, rfl⟩ (fun e => ⟨e, 1, rfl⟩) a
  · refine (lower_bound_attained_iff _ _).mpr fun e => ?_
    -- neighbouring nodes carry opposite signs
    refine (Fin.sum_univ_two _).trans ?_
    change (-1 : ℝ) ^ (e : ℕ) + (-1 : ℝ) ^ ((e : ℕ) + 1) = 0
    ring

end

end FiniteElementOverlap
```

```lean
#print axioms FiniteElementOverlap.overlap_bounds
#print axioms FiniteElementOverlap.upper_bound_attained
#print axioms FiniteElementOverlap.scaled_conditioning
```

```
'FiniteElementOverlap.overlap_bounds' depends on axioms: [propext, Classical.choice, Quot.sound]
'FiniteElementOverlap.upper_bound_attained' depends on axioms: [propext, Classical.choice, Quot.sound]
'FiniteElementOverlap.scaled_conditioning' depends on axioms: [propext, Classical.choice, Quot.sound]
```

## Meshes as node labels and volumes

A `SimplexMesh d E N` has elements e in E and nodes a in N, both taken to be finite sets here. Each element carries d + 1 distinct global nodes (`node`, `node_injective`) and a volume v_e > 0. Coordinates and the fitting together of neighbouring simplices play no role, so any geometric mesh with these data is included.

The local overlap of shape functions i and j is

v_e (1 + δ_ij) / ((d + 1)(d + 2)).

This is the integral of the product of two linear shape functions over the simplex. The file takes the formula as the definition `localOverlap` and does not derive the integral. `overlap` adds the local entries at their global positions to give M, and `diagPart` is D = diag(M). The results concern this matrix only, not the stiffness matrix or higher-order elements.

## Two bounds from one element

Let x be a real vector of nodal values. For each element put

w_e = v_e / ((d + 1)(d + 2)),
s_e = sum of x over the vertices of e,
q_e = sum of x² over the same vertices.

The 1 in the local entry contributes w_e s_e² to the quadratic form, and δ_ij contributes w_e q_e. Hence

x·Mx = Σ_e w_e (q_e + s_e²).

This is `overlap_form`. Its proof treats the form as an additive function of the matrix, evaluates it on single entries and splits each local entry in the same way.

Each local diagonal entry is 2w_e. Because the vertices are distinct, no off-diagonal local entry lands on the global diagonal (`overlap_diag`). Exchanging the sums over nodes and elements gives `diagPart_form`:

x·Dx = Σ_e 2 w_e q_e.

Subtracting half of this from the first form leaves

x·Mx − ½ x·Dx = Σ_e w_e s_e² ≥ 0.

For the upper bound, Cauchy–Schwarz on d + 1 numbers gives s_e² ≤ (d + 1) q_e, so

x·Mx ≤ Σ_e w_e (d + 2) q_e = ((d + 2)/2) x·Dx.

`overlap_bounds` contains both inequalities. It compares the sums element by element, with `hcs` supplying Cauchy–Schwarz, and does not need the coverage condition.

The lower bound is an equality exactly when s_e = 0 on every element, since all w_e are positive (`lower_bound_attained_iff`). Constant vectors have s_e² = (d + 1) q_e and attain the upper bound (`upper_bound_attained`). On a chain of intervals with arbitrary positive lengths, the alternating vector 1, −1, 1, … attains the lower bound (`intervalChain_witness`), so for d = 1 neither constant can be improved, however the chain is graded.

## From quadratic forms to eigenvalues

The condition `Covers` says that every node belongs to a simplex. It makes every M_aa positive (`overlap_diag_pos`); a node in no simplex would have M_aa = 0. The matrix `scaled` is

S_ab = M_ab / (√M_aa √M_bb).

Substitute x_a = y_a / √M_aa. Then x·Mx = y·Sy and x·Dx = y·y, and `scaled_bounds` follows:

½ y·y ≤ y·Sy ≤ ((d + 2)/2) y·y.

If Sy = l y and Sz = m z with y and z nonzero, dividing by the squared lengths gives l ≤ (d + 2)/2 and m ≥ ½, hence l/m ≤ d + 2. This is `scaled_conditioning`. Since S is symmetric, its condition number is at most 5 for tetrahedra. If the functions must vanish on the boundary, the rows and columns of the boundary nodes are deleted from M. The scaled matrix is then a principal submatrix of S, and the same bounds hold for it: apply them to vectors y that are zero at the deleted nodes.

## Overlap solves in time propagation

Propagating a one-electron wavefunction in a fixed basis of linear tetrahedral elements means solving, in atomic units,

i M dc/dt = H c,

where c holds the nodal coefficients and H is the Hamiltonian matrix. An explicit integrator needs a solution of M u = r each time it evaluates dc/dt. Conjugate gradients with diagonal preconditioning divides each residual component by M_aa, which amounts to working with S. With condition number at most 5, the usual convergence estimate bounds the error after k iterations, in the norm defined by M, by 2 · 0.382^k times the initial error. Apart from rounding, 25 iterations therefore reduce it by a factor of at least 10¹⁰, whatever the ratio of largest to smallest element.
